# Completing the square in the energy-shifted quadratic form of a singles–doubles matrix

A finite complex matrix has a singles block A, a doubles block D, and coupling blocks C and C†, and energies are measured from a real number w at which D − w is positive definite. The lemma `shiftedForm_fullMatrix` says that the real part of the shifted quadratic form at (x, y) is the sum of two such real parts: that of the folded matrix A − w − C(D − w)⁻¹C† at x, and that of D − w at (D − w)⁻¹C†x + y. The vectors need not be normalised, so these are values of quadratic forms; an energy expectation value relative to w would need division by the squared norm of (x, y). The proof takes the complex identity from the Schur complement lemma `schur_complement_eq₂₂`, tries to bring it and the goal to the same form, and then takes real parts.

An attempt in Lean 4 with a fault in it:

```lean
import Mathlib

open Matrix
open scoped ComplexOrder

namespace ShiftedFormFullMatrix

noncomputable section

variable {m n : Type*} [Fintype m] [Fintype n] [DecidableEq m] [DecidableEq n]

/-- The full matrix with singles block `A`, doubles block `D` and coupling `C`. -/
def fullMatrix (A : Matrix m m ℂ) (C : Matrix m n ℂ) (D : Matrix n n ℂ) :
    Matrix (m ⊕ n) (m ⊕ n) ℂ := fromBlocks A C Cᴴ D

/-- The matrix `M - w`, with energies measured from the real number `w`. -/
def shifted (M : Matrix n n ℂ) (w : ℝ) : Matrix n n ℂ := M - (w : ℂ) • 1

/-- The singles-sized folded matrix `A - w - C (D - w)⁻¹ C†`, meant for `w` at which
`D - w` is invertible. -/
def folded (A : Matrix m m ℂ) (C : Matrix m n ℂ) (D : Matrix n n ℂ) (w : ℝ) :
    Matrix m m ℂ := shifted A w - C * (shifted D w)⁻¹ * Cᴴ

/-- The real part of the quadratic form `⟨x, (M - w) x⟩`; `x` need not be normalised. -/
def shiftedForm (M : Matrix n n ℂ) (w : ℝ) (x : n → ℂ) : ℝ :=
  (star x ⬝ᵥ (shifted M w *ᵥ x)).re

omit [Fintype m] [Fintype n] in
/-- Shifting the full matrix by `w` shifts its two diagonal blocks and leaves the coupling. -/
theorem shifted_fullMatrix (A : Matrix m m ℂ) (C : Matrix m n ℂ) (D : Matrix n n ℂ) (w : ℝ) :
    shifted (fullMatrix A C D) w = fromBlocks (shifted A w) C Cᴴ (shifted D w) := by
  ext (i | i) (j | j) <;> simp [shifted, fullMatrix, Matrix.one_apply]

/-- Completing the square: for `D - w` positive definite, the full form at `(x, y)` is the
folded form at `x` plus the doubles form at `(D - w)⁻¹ C† x + y`. -/
theorem shiftedForm_fullMatrix (A : Matrix m m ℂ) (C : Matrix m n ℂ) {D : Matrix n n ℂ}
    {w : ℝ} (hD : (shifted D w).PosDef) (x : m → ℂ) (y : n → ℂ) :
    shiftedForm (fullMatrix A C D) w (Sum.elim x y) = shiftedForm (folded A C D w) 0 x +
      shiftedForm D w (((shifted D w)⁻¹ * Cᴴ) *ᵥ x + y) := by
  letI := hD.isUnit.invertible
  have h := schur_complement_eq₂₂ (shifted A w) C x y hD.isHermitian
  have h0 : shifted (folded A C D w) 0 = folded A C D w := by simp [shifted]
  simp only [shiftedForm, shifted_fullMatrix, h0, dotProduct_mulVec]
  simp only [dotProduct_mulVec] at h
  rw [h, Complex.add_re, add_comm]
  rfl

end

end ShiftedFormFullMatrix
```

Lean reports:

```
Main.lean:40:2: warning: Try this: 
  letI̵

The goal is a proposition, so `let` is preferred over `letI`.
The difference between `let` and `letI` is that `letI` inlines the value.
But this is not relevant for proofs because of proof irrelevance.

Note: This linter can be disabled with `set_option linter.style.haveILetI false`
Main.lean:44:2: error: `simp` made no progress
```

Cause. The error is at `simp only [dotProduct_mulVec] at h`. The lemma `dotProduct_mulVec` turns `v ⬝ᵥ (M *ᵥ u)` into `(v ᵥ* M) ⬝ᵥ u`, moving the matrix onto the left vector. The goal needs this step, because `shiftedForm` is defined with the matrix on the right, and the preceding `simp only` carries it out. But `schur_complement_eq₂₂` already states its identity with the matrix on the left, so `h` has nothing for the lemma to rewrite, and `simp` fails when it changes nothing. Deleting the line cures the error: `h` already matches the goal, and `rw [h, ...]` can use it as it stands.

The other message is only a style warning. It prefers `let` to `letI` here because the goal is a proposition, where the difference between them doesn't matter. That change is mere tidying; either form makes the inverse of `shifted D w` available to the Schur complement lemma.

As a diff, the version that Lean accepts:

```diff
@@ -38,9 +38,9 @@
     shiftedForm (fullMatrix A C D) w (Sum.elim x y) = shiftedForm (folded A C D w) 0 x +
       shiftedForm D w (((shifted D w)⁻¹ * Cᴴ) *ᵥ x + y) := by
-  letI := hD.isUnit.invertible
+  let := hD.isUnit.invertible
   have h := schur_complement_eq₂₂ (shifted A w) C x y hD.isHermitian
   have h0 : shifted (folded A C D w) 0 = folded A C D w := by simp [shifted]
   simp only [shiftedForm, shifted_fullMatrix, h0, dotProduct_mulVec]
-  simp only [dotProduct_mulVec] at h
+
   rw [h, Complex.add_re, add_comm]
   rfl
```
